# Wallis' partial product fixes the square of the lattice amplitude C(2n,n)/4ⁿ

The theorem `wallis_amp` concerns real amplitudes a_n = C(2n,n)/4ⁿ at lattice distance n, and says that W_n (2n + 1) a_n² = 1 for every natural number n, where W_n is Wallis' partial product. The squared amplitude is therefore exactly 1/((2n + 1) W_n). The amplitudes are given by formula, not derived from a Hamiltonian, and they are not normalised: a_0 = 1, and the squares over all n ≥ 0 have no finite sum. The proof is by induction on n, writing W_{n+1} and a_{n+1} in terms of W_n and a_n and then calling on the induction hypothesis.

This version doesn't compile in Lean 4 with Mathlib:

```lean
import Mathlib

open Filter Topology Finset

namespace WannierBranchDecay

noncomputable section

/-- The amplitude `C(2n,n)/4^n` at lattice distance `n`. -/
def amp (n : ℕ) : ℝ := (Nat.centralBinom n : ℝ) / 4 ^ n

/-- The recursion that links amplitudes at neighbouring lattice distances. -/
theorem amp_succ (n : ℕ) : 2 * ((n : ℝ) + 1) * amp (n + 1) = (2 * n + 1) * amp n := by
  have h : ((n : ℝ) + 1) * (Nat.centralBinom (n + 1) : ℝ)
      = 2 * (2 * n + 1) * (Nat.centralBinom n : ℝ) := by
    exact_mod_cast Nat.succ_mul_centralBinom_succ n
  unfold amp
  rw [pow_succ]
  linear_combination (2 / ((4 : ℝ) ^ n * 4)) * h

/-- Wallis' partial product `W n` and the amplitude satisfy `W n (2n + 1) a_n² = 1`. -/
theorem wallis_amp (n : ℕ) : Real.Wallis.W n * (2 * n + 1) * amp n ^ 2 = 1 := by
  induction n with
  | zero => simp [Real.Wallis.W, amp]
  | succ n ih =>
    have h : amp (n + 1) = (2 * n + 1) / (2 * ((n : ℝ) + 1)) * amp n := by
      rw [div_mul_eq_mul_div, eq_div_iff (by positivity)]
      linear_combination amp_succ n
    have e : (2 * ((n + 1 : ℕ) : ℝ) + 1) = 2 * n + 3 := by push_cast; ring
    rw [Real.Wallis.W_succ, h, e, ← ih]
    field_simp <;> ring

end

end WannierBranchDecay
```

Messages:

```
Try this:
  [apply] ring_nf
  
  The `ring` tactic failed to close the goal. Use `ring_nf` to obtain a normal form.
    
  Note that `ring` works primarily in *commutative* rings. If you have a noncommutative ring, abelian group or module, consider using `noncomm_ring`, `abel` or `module` instead.
Main.lean:25:14: error: unsolved goals
case succ
n : ℕ
ih : Real.Wallis.W n * (2 * ↑n + 1) * amp n ^ 2 = 1
h : amp (n + 1) = (2 * ↑n + 1) / (2 * (↑n + 1)) * amp n
e : 2 * ↑(n + 1) + 1 = 2 * ↑n + 3
⊢ Real.Wallis.W n * ↑n * amp n ^ 2 * 2 + Real.Wallis.W n * ↑n ^ 2 * amp n ^ 2 * 4 +
              Real.Wallis.W n * ↑n ^ 3 * amp n ^ 2 * 2 +
            Real.Wallis.W n ^ 2 * ↑n * amp n ^ 4 * 4 +
          Real.Wallis.W n ^ 2 * ↑n ^ 2 * amp n ^ 4 * 5 +
        Real.Wallis.W n ^ 2 * ↑n ^ 3 * amp n ^ 4 * 2 +
      Real.Wallis.W n ^ 2 * amp n ^ 4 =
    Real.Wallis.W n * ↑n ^ 2 * amp n ^ 2 + Real.Wallis.W n * ↑n ^ 3 * amp n ^ 2 * 2 +
                  Real.Wallis.W n ^ 2 * ↑n * amp n ^ 4 * 2 +
                Real.Wallis.W n ^ 2 * ↑n ^ 2 * amp n ^ 4 * 8 +
              Real.Wallis.W n ^ 2 * ↑n ^ 3 * amp n ^ 4 * 8 +
            Real.Wallis.W n ^ 3 * ↑n * amp n ^ 6 * 6 +
          Real.Wallis.W n ^ 3 * ↑n ^ 2 * amp n ^ 6 * 12 +
        Real.Wallis.W n ^ 3 * ↑n ^ 3 * amp n ^ 6 * 8 +
      Real.Wallis.W n ^ 3 * amp n ^ 6
```

Fix (accepted with no message):

```diff
@@ -28,6 +28,7 @@
       linear_combination amp_succ n
     have e : (2 * ((n + 1 : ℕ) : ℝ) + 1) = 2 * n + 3 := by push_cast; ring
-    rw [Real.Wallis.W_succ, h, e, ← ih]
-    field_simp <;> ring
+    rw [Real.Wallis.W_succ, h, e]
+    refine Eq.trans ?_ ih
+    field_simp
 
 end
```

Diagnosis. The error is in the induction step. The hypothesis `ih` has the form "product = 1", so `rw [← ih]` replaces the real number `1` by that product. It does so at every `1` in the goal, including those inside factors such as `2 * ↑n + 1`, when only the right-hand side was meant. That is why the leftover goal contains powers up to `Real.Wallis.W n ^ 3` and `amp n ^ 6`. `ring` does not use `ih`, so it cannot turn these products back into `1`. The "Try this" message only reports that `ring` failed to close the goal; the `ring_nf` it suggests would not prove it either.

The repair takes `← ih` out of the rewrite and uses `refine Eq.trans ?_ ih` instead. This leaves the goal of showing that the left-hand side equals the product in `ih`, with the other `1`s untouched. That is an identity of fractions, which `field_simp` closes by itself. Dropping `<;> ring` is mere tidying, since no goal is left for it to act on.
